# Independent Bloch functions mixed linearly by the space group P2₁/c carry a representation of it

In lattice coordinates, the space group here is generated by integer translations, inversion and the screw operation (x, y, z) ↦ (−x, y + 1/2, −z + 1/2). The theorem `admits_of_orbitals` takes d complex functions on space, gathered into one vector-valued function `F`. They are assumed to satisfy F(r + t) = exp(−2πi k·t) F(r) for every lattice vector t; with this sign, k is minus the wavevector of the usual Bloch convention. Inversion and the screw operation are each assumed to mix the functions by a constant matrix, and there are d points at which `F` takes the standard unit vectors as values. The conclusion is that the group has a representation on ℂ^d in which translation by t acts as multiplication by exp(−2πi k·t). The proof first shows, by induction over the generated group, that every element mixes the functions by some matrix, then reads that matrix off at the chosen points and checks that these matrices multiply as the group elements do.

In Lean, a first try:

```lean
import Mathlib

open Matrix

namespace NonsymmorphicP21c

noncomputable section

/-- Points of three-dimensional space in lattice coordinates. -/
abbrev Position := Fin 3 → ℝ

/-- Translation of space by an integer lattice vector. -/
def translation (t : Fin 3 → ℤ) : Equiv.Perm Position where
  toFun r := fun i => r i + t i
  invFun r := fun i => r i - t i
  left_inv r := by ext i; simp
  right_inv r := by ext i; simp

/-- Inversion of space through the origin. -/
def inversion : Equiv.Perm Position where
  toFun r := fun i => -r i
  invFun r := fun i => -r i
  left_inv r := by ext i; simp
  right_inv r := by ext i; simp

/-- The screw operation (x, y, z) ↦ (-x, y + 1/2, -z + 1/2). -/
def screw : Equiv.Perm Position where
  toFun r := ![-r 0, r 1 + 1 / 2, -r 2 + 1 / 2]
  invFun r := ![-r 0, r 1 - 1 / 2, -r 2 + 1 / 2]
  left_inv r := by ext i; fin_cases i <;> simp
  right_inv r := by ext i; fin_cases i <;> simp

/-- The space group generated by lattice translations, inversion and the screw operation. -/
def P21c : Subgroup (Equiv.Perm Position) :=
  Subgroup.closure (Set.range translation ∪ {inversion, screw})

/-- A lattice translation as an element of the space group. -/
def latticeT (t : Fin 3 → ℤ) : P21c :=
  ⟨translation t, by unfold P21c; exact Subgroup.subset_closure (Or.inl ⟨t, rfl⟩)⟩

/-- The Bloch phase exp(-2πi k·t). -/
def blochPhase (k : Fin 3 → ℝ) (t : Fin 3 → ℤ) : ℂ :=
  Complex.exp (-2 * Real.pi * Complex.I * ((∑ i, k i * t i : ℝ) : ℂ))

/-- There is a representation of the space group on ℂ^d in which every lattice
translation acts by its Bloch phase at momentum k. -/
def AdmitsDim (k : Fin 3 → ℝ) (d : ℕ) : Prop :=
  ∃ ρ : P21c →* Module.End ℂ (Fin d → ℂ), ∀ t v, ρ (latticeT t) v = blochPhase k t • v

/-- Functions on space that inversion and the screw operation mix linearly, that lattice
translations multiply by the Bloch phase at k, and that take the unit vectors as values at chosen
points, yield a representation at momentum k. -/
theorem admits_of_orbitals {d : ℕ} {k : Fin 3 → ℝ} (F : Position → Fin d → ℂ)
    (p : Fin d → Position) (hp : ∀ j, F (p j) = Pi.single j 1)
    (hT : ∀ t r, F (translation t r) = blochPhase k t • F r)
    (hP : ∃ A : Matrix (Fin d) (Fin d) ℂ, ∀ r, F (inversion r) = A *ᵥ F r)
    (hS : ∃ B : Matrix (Fin d) (Fin d) ℂ, ∀ r, F (screw r) = B *ᵥ F r) : AdmitsDim k d := by
  have key : ∀ g ∈ P21c, ∃ M : Matrix (Fin d) (Fin d) ℂ, ∀ r, F (g r) = M *ᵥ F r := by
    intro g hg
    refine Subgroup.closure_induction
      (p := fun g _ => ∃ M : Matrix (Fin d) (Fin d) ℂ, ∀ r, F (g r) = M *ᵥ F r)
      ?_ ?_ ?_ ?_ hg
    · rintro g (⟨t, rfl⟩ | rfl | rfl)
      · refine ⟨diagonal fun _ => blochPhase k t, fun r => ?_⟩
        ext i
        rw [hT, mulVec_diagonal]
        rfl
      · exact hP
      · exact hS
    · exact ⟨1, fun r => (one_mulVec _).symm⟩
    · rintro g h _ _ ⟨M, hM⟩ ⟨N, hN⟩
      exact ⟨M * N, fun r => by rw [Equiv.Perm.mul_apply, hM, hN, mulVec_mulVec]⟩
    · rintro g _ ⟨M, hM⟩
      let N : Matrix (Fin d) (Fin d) ℂ := Matrix.of fun i j => F (g⁻¹ (p j)) i
      have hMN : M * N = 1 := by
        ext i j
        change (M *ᵥ F (g⁻¹ (p j))) i = _
        rw [← hM, Equiv.Perm.apply_inv_self, hp]
        simp [Pi.single_apply, Matrix.one_apply]
      refine ⟨N, fun r => ?_⟩
      have h := hM (g⁻¹ r)
      rw [Equiv.Perm.apply_inv_self] at h
      rw [h, mulVec_mulVec, mul_eq_one_comm.1 hMN, one_mulVec]
  -- the matrix of g is read off at the chosen points
  let R : Equiv.Perm Position → Matrix (Fin d) (Fin d) ℂ :=
    fun g => Matrix.of fun i j => F (g (p j)) i
  have hR : ∀ g ∈ P21c, ∀ r, F (g r) = R g *ᵥ F r := by
    intro g hg r
    obtain ⟨M, hM⟩ := key g hg
    have e : R g = M := by
      ext i j
      change F (g (p j)) i = M i j
      rw [hM, hp]
      simp
    rw [e]
    exact hM r
  have h1 : R 1 = 1 := by
    ext i j
    change F (p j) i = _
    rw [hp]
    simp [Pi.single_apply, Matrix.one_apply]
  have hmul : ∀ g h : P21c, R (g * h).1 = R g.1 * R h.1 := by
    intro g h
    ext i j
    exact congrFun (hR g.1 g.2 (h.1 (p j))) i
  refine ⟨{ toFun := fun g => mulVecLin (R g.1)
            map_one' := (congrArg mulVecLin h1).trans mulVecLin_one
            map_mul' := fun g h => (congrArg mulVecLin (hmul g h)).trans
              (mulVecLin_mul _ _) }, fun t v => ?_⟩
  change R (translation t) *ᵥ v = _
  have e : R (translation t) = diagonal fun _ => blochPhase k t := by
    ext i j
    change F (translation t (p j)) i = _
    rw [hT, hp]
    simp [Pi.single_apply, diagonal_apply]
  ext i
  rw [e, mulVec_diagonal]
  rfl

end

end NonsymmorphicP21c
```

Compiling this gives:

```
Main.lean:78:18: error(lean.unknownIdentifier): Unknown constant `Equiv.Perm.apply_inv_self`
Main.lean:82:10: error(lean.unknownIdentifier): Unknown constant `Equiv.Perm.apply_inv_self`
```

What went wrong. Both messages say the same thing: Lean finds no constant called `Equiv.Perm.apply_inv_self`, so neither `rw` that cites it can run. Both stand in the induction step for inverses, where the proof needs the fact that a permutation `g` undoes its own inverse, `g (g⁻¹ x) = x`. The fact is sound; only the name is missing.

The repair proves it on the spot as `hinv`, from `Equiv.apply_symm_apply`, which says `g (g.symm x) = x`. Lean accepts this because the inverse of a permutation is by definition its `symm`. As `hinv` is stated with `g⁻¹`, it matches the expressions to be rewritten. In the first place it reduces `F (g (g⁻¹ (p j)))` to `F (p j)`, so that `hp` applies; in the second it turns the left side of `h` into `F r`, which the last rewrite needs.

Lean accepts the file once it reads:

```diff
@@ -72,13 +72,14 @@
       exact ⟨M * N, fun r => by rw [Equiv.Perm.mul_apply, hM, hN, mulVec_mulVec]⟩
     · rintro g _ ⟨M, hM⟩
+      have hinv : ∀ x, g (g⁻¹ x) = x := fun x => Equiv.apply_symm_apply g x
       let N : Matrix (Fin d) (Fin d) ℂ := Matrix.of fun i j => F (g⁻¹ (p j)) i
       have hMN : M * N = 1 := by
         ext i j
         change (M *ᵥ F (g⁻¹ (p j))) i = _
-        rw [← hM, Equiv.Perm.apply_inv_self, hp]
+        rw [← hM, hinv, hp]
         simp [Pi.single_apply, Matrix.one_apply]
       refine ⟨N, fun r => ?_⟩
       have h := hM (g⁻¹ r)
-      rw [Equiv.Perm.apply_inv_self] at h
+      rw [hinv] at h
       rw [h, mulVec_mulVec, mul_eq_one_comm.1 hMN, one_mulVec]
   -- the matrix of g is read off at the chosen points
```
